# An eigenvector of an antiunitary operator can be rephased to give any eigenvalue of modulus one

## Question

If I treat the eigenvalue of an antiunitary symmetry as a quantum number, like parity, I get contradictory labels for one and the same state. Take $T(a,b) = (b^*, a^*)$ on two-component spinors. The normalised state $(1,i)/\sqrt2$ has eigenvalue $-i$. Multiply it by $e^{-i\pi/4}$, which changes nothing physical, and the eigenvalue becomes $1$.

I believe the general claim is this. Let $T$ be conjugate-linear with $\langle Tx,Ty\rangle = \langle y,x\rangle$, and let $Tx = l\,x$ for some nonzero $x$. Then $|l| = 1$, every complex number of modulus one is the eigenvalue of $T$ on some rephased copy of $x$, and some phase $c$ makes $cx$ invariant under $T$. I would like to see this derived in full and checked by a proof assistant. When does $T$ have an eigenvector in the first place?

## Answer

The claim is correct. The eigenvalue depends on the phase convention for the vector, so it can't label the state. An eigenvector exists exactly when $T^2$ leaves some nonzero vector unchanged.

### A phase on the vector enters the eigenvalue squared

Conjugate-linear means $T(ax+by) = a^*\,Tx + b^*\,Ty$ for complex $a,b$. Setting $y = x$ in the inner product relation gives $\|Tx\|^2 = \langle Tx,Tx\rangle = \langle x,x\rangle = \|x\|^2$. If $Tx = l\,x$, then $|l|\,\|x\| = \|x\|$, and $x \neq 0$ gives $|l| = 1$.

Now take a phase $c$, that is, $|c| = 1$, and any complex $\mu$. Conjugate-linearity gives

$$T(cx) = c^*\,Tx = c^* l\,x .$$

This equals $\mu\,(cx)$ exactly when $c^* l = \mu c$, because $x \neq 0$. Multiplying by $c$ and using $c^*c = 1$ turns this into

$$\mu c^2 = l ,$$

and multiplying by $c^*$ leads back.

For a given $\mu$ with $|\mu| = 1$, choose $c$ with $c^2 = l/\mu$. Then $|c|^2 = |l|/|\mu| = 1$, so $c$ is indeed a phase, and $cx$ has eigenvalue $\mu$. The choice is unique up to sign. For $\mu = 1$ the condition is $c^2 = l$, and $cx$ is invariant. In your example $l = -i$, hence $c = \pm e^{-i\pi/4}$.

### Eigenvectors exist exactly when $T^2$ fixes a nonzero vector

If $T$ has an eigenvector, rephase it to an invariant vector $y$. Then $T^2y = Ty = y$.

Conversely, let $T^2x = x$ with $x \neq 0$. If $Tx = -x$, then $x$ is an eigenvector with eigenvalue $-1$. Otherwise $x + Tx$ is nonzero, and

$$T(x+Tx) = Tx + T^2x = Tx + x ,$$

so it is an eigenvector with eigenvalue $1$.

The opposite sign behaves differently. If $T^2x = -x$, put $y = Tx$ in the inner product relation:

$$\langle Tx, T^2x\rangle = \langle Tx, x\rangle .$$

The left side is $-\langle Tx,x\rangle$, so $\langle Tx,x\rangle = 0$. This orthogonality is the step behind Kramers degeneracy. The degeneracy itself also needs a Hamiltonian $H$ that commutes with $T$, so that $x$ and $Tx$ have the same energy; no Hamiltonian appears in the file below.

### Time reversal as a semilinear map

The state space `E` is a complex inner product space of any dimension, not necessarily complete. The type `E →ₛₗ[starRingEnd ℂ] E` is that of maps that are additive and pull scalars out complex conjugated. They are defined on all of `E`. The expression `inner ℂ x y` is $\langle x,y\rangle$, conjugate-linear in the first slot and linear in the second, as in bra-ket notation.

`ReversesInner T` is the assumption $\langle Tx,Ty\rangle = \langle y,x\rangle$ for all $x,y$. Physically, $T$ preserves transition probabilities and conjugates overlaps, as time reversal does. Surjectivity is not assumed, so the theorems cover every antiunitary operator and also conjugate-linear isometries that are not onto.

The main theorem, `eigenvalue_circle`, takes `hx : x ≠ 0` and `hl : T x = l • x` and concludes the three parts of your claim, with a phase expressed as `‖c‖ = 1`. It assumes the eigenvector; `exists_eigenvector_iff` says when there is one. `phase_iff` is the condition $\mu c^2 = l$, and it needs only conjugate-linearity. `kramers_orthogonal` is the orthogonality for $T^2x = -x$.

The map `flipConj s` is $(a,b) \mapsto (s\,b^*, a^*)$ with $s$ real. For $s = 1$ it is your example, with the eigenvector written unnormalised as $(1,i)$; the real factor $1/\sqrt2$ doesn't affect the eigenvalue. For $s = -1$ it is time reversal of a spin one-half, $-i\sigma_y K$, where $\sigma_y$ is the Pauli matrix and $K$ is complex conjugation of the components. It squares to $-1$, so it has no eigenvector at all.

```lean
import Mathlib

open ComplexConjugate

namespace AntiunitaryEigenvectors

noncomputable section

variable {E : Type*} [NormedAddCommGroup E] [InnerProductSpace ℂ E]

/-- The conjugate-linear map `T` exchanges the two arguments of every inner product:
`⟨Tx, Ty⟩ = ⟨y, x⟩`. -/
def ReversesInner (T : E →ₛₗ[starRingEnd ℂ] E) : Prop :=
  ∀ x y : E, inner ℂ (T x) (T y) = inner ℂ y x

/-- A conjugate-linear map that reverses inner products preserves the norm of every vector. -/
theorem norm_map {T : E →ₛₗ[starRingEnd ℂ] E} (hT : ReversesInner T) (x : E) :
    ‖T x‖ = ‖x‖ := by
  have h : ‖T x‖ ^ 2 = ‖x‖ ^ 2 := by
    rw [norm_sq_eq_re_inner (𝕜 := ℂ) (T x), norm_sq_eq_re_inner (𝕜 := ℂ) x, hT x x]
  exact (sq_eq_sq₀ (norm_nonneg _) (norm_nonneg _)).mp h

/-- Let `x` be a nonzero eigenvector of a conjugate-linear map with eigenvalue `l`, and `c` a
phase. Then `c x` is an eigenvector with eigenvalue `μ` exactly when `μ c² = l`. -/
theorem phase_iff {T : E →ₛₗ[starRingEnd ℂ] E} {x : E} (hx : x ≠ 0) {l : ℂ}
    (hl : T x = l • x) {c : ℂ} (hc : ‖c‖ = 1) (μ : ℂ) :
    T (c • x) = μ • (c • x) ↔ μ * c ^ 2 = l := by
  have hcc : conj c * c = 1 := by
    rw [Complex.conj_mul', hc]
    simp
  -- the phase leaves `T` complex conjugated
  rw [map_smulₛₗ, hl, smul_smul, smul_smul]
  constructor
  · intro h
    have h' : conj c * l = μ * c := smul_left_injective ℂ hx h
    linear_combination (-c) * h' + l * hcc
  · intro h
    have h' : conj c * l = μ * c := by
      linear_combination (-conj c) * h + μ * c * hcc
    rw [h']

/-- Let `T` be conjugate-linear and reverse inner products, with `T x = l x` for a nonzero `x`.
Then `|l| = 1`, every unit complex number is the eigenvalue of `T` on `c x` for some phase `c`,
and some phase `c` makes `c x` invariant under `T`. -/
theorem eigenvalue_circle {T : E →ₛₗ[starRingEnd ℂ] E} (hT : ReversesInner T)
    {x : E} (hx : x ≠ 0) {l : ℂ} (hl : T x = l • x) :
    ‖l‖ = 1 ∧
      (∀ μ : ℂ, ‖μ‖ = 1 → ∃ c : ℂ, ‖c‖ = 1 ∧ T (c • x) = μ • (c • x)) ∧
      ∃ c : ℂ, ‖c‖ = 1 ∧ T (c • x) = c • x := by
  have hl1 : ‖l‖ = 1 := by
    have h := norm_map hT x
    rw [hl, norm_smul] at h
    exact mul_right_cancel₀ (norm_ne_zero_iff.mpr hx) (by rw [h, one_mul])
  have key : ∀ μ : ℂ, ‖μ‖ = 1 → ∃ c : ℂ, ‖c‖ = 1 ∧ T (c • x) = μ • (c • x) := by
    intro μ hμ
    have hμ0 : μ ≠ 0 := by
      intro h
      simp [h] at hμ
    -- the required phase is a square root of `l / μ`
    obtain ⟨c, hc⟩ := IsAlgClosed.exists_pow_nat_eq (l / μ) (n := 2) two_pos
    have hc2 : ‖c‖ ^ 2 = 1 := by
      rw [← norm_pow, hc, norm_div, hl1, hμ, div_one]
    have hc1 : ‖c‖ = 1 := (pow_eq_one_iff_of_nonneg (norm_nonneg c) two_ne_zero).mp hc2
    refine ⟨c, hc1, (phase_iff hx hl hc1 μ).mpr ?_⟩
    rw [hc]
    field_simp
  refine ⟨hl1, key, ?_⟩
  obtain ⟨c, hc, h⟩ := key 1 norm_one
  exact ⟨c, hc, by rw [h, one_smul]⟩

/-- A conjugate-linear map `T` that reverses inner products has an eigenvector if and only if
`T²` leaves some nonzero vector unchanged. -/
theorem exists_eigenvector_iff {T : E →ₛₗ[starRingEnd ℂ] E} (hT : ReversesInner T) :
    (∃ x : E, x ≠ 0 ∧ ∃ l : ℂ, T x = l • x) ↔ ∃ x : E, x ≠ 0 ∧ T (T x) = x := by
  constructor
  · rintro ⟨x, hx, l, hl⟩
    obtain ⟨-, -, c, hc, hfix⟩ := eigenvalue_circle hT hx hl
    have hc0 : c ≠ 0 := by
      intro h
      simp [h] at hc
    exact ⟨c • x, smul_ne_zero hc0 hx, by rw [hfix, hfix]⟩
  · rintro ⟨x, hx, h2⟩
    by_cases h : T x = -x
    · exact ⟨x, hx, -1, by rw [h, neg_smul, one_smul]⟩
    · -- otherwise the symmetrised vector `x + T x` is nonzero and invariant
      refine ⟨x + T x, fun h0 => h (eq_neg_of_add_eq_zero_right h0), 1, ?_⟩
      rw [map_add, h2, one_smul, add_comm]

/-- If a conjugate-linear map `T` reverses inner products and `T² x = -x`, then `T x` is
orthogonal to `x`. -/
theorem kramers_orthogonal {T : E →ₛₗ[starRingEnd ℂ] E} (hT : ReversesInner T)
    {x : E} (h2 : T (T x) = -x) : inner ℂ (T x) x = 0 := by
  have h := hT x (T x)
  rw [h2, inner_neg_right] at h
  linear_combination (-1 / 2 : ℂ) * h

/-- The conjugate-linear map `(a, b) ↦ (s b*, a*)` on two-component spinors, with `s` real. -/
def flipConj (s : ℝ) :
    EuclideanSpace ℂ (Fin 2) →ₛₗ[starRingEnd ℂ] EuclideanSpace ℂ (Fin 2) where
  toFun v := !₂[(s : ℂ) * conj (v 1), conj (v 0)]
  map_add' u v := by
    ext i
    fin_cases i <;> simp [mul_add]
  map_smul' c v := by
    ext i
    fin_cases i <;> simp
    ring

/-- The map `(a, b) ↦ (s b*, a*)` reverses inner products when `s² = 1`. -/
theorem flipConj_reversesInner {s : ℝ} (hs : s ^ 2 = 1) : ReversesInner (flipConj s) := by
  intro u v
  have hs' : (s : ℂ) ^ 2 = 1 := by exact_mod_cast hs
  simp only [flipConj, LinearMap.coe_mk, AddHom.coe_mk, PiLp.inner_apply, Fin.sum_univ_two,
    RCLike.inner_apply]
  simp
  linear_combination (conj (v 1) * u 1) * hs'

/-- The map `(a, b) ↦ (b*, a*)` reverses inner products and has the nonzero eigenvector `(1, i)`
with eigenvalue `-i`. -/
theorem eigenvalue_circle_witness :
    ReversesInner (flipConj 1) ∧ (!₂[1, Complex.I] : EuclideanSpace ℂ (Fin 2)) ≠ 0 ∧
      flipConj 1 !₂[1, Complex.I] = (-Complex.I) • !₂[1, Complex.I] := by
  refine ⟨flipConj_reversesInner (by norm_num), ?_, ?_⟩
  · intro h
    have h0 := congrArg (fun v : EuclideanSpace ℂ (Fin 2) => v 0) h
    simp at h0
  · ext i
    fin_cases i <;> simp [flipConj]

/-- The map `(a, b) ↦ (-b*, a*)` reverses inner products and squares to `-1`. -/
theorem kramers_orthogonal_witness :
    ReversesInner (flipConj (-1)) ∧
      ∀ v : EuclideanSpace ℂ (Fin 2), flipConj (-1) (flipConj (-1) v) = -v := by
  refine ⟨flipConj_reversesInner (by norm_num), fun v => ?_⟩
  ext i
  fin_cases i <;> simp [flipConj]

end

end AntiunitaryEigenvectors
```

```lean
#print axioms AntiunitaryEigenvectors.exists_eigenvector_iff
-- 'AntiunitaryEigenvectors.exists_eigenvector_iff' depends on axioms: [propext, Classical.choice, Quot.sound]
#print axioms AntiunitaryEigenvectors.kramers_orthogonal
-- 'AntiunitaryEigenvectors.kramers_orthogonal' depends on axioms: [propext, Classical.choice, Quot.sound]
```

### From the norm to the square root in Lean

`norm_map` writes both squared norms as real parts of inner products, applies the assumption to the pair `x x`, and removes the squares because norms are nonnegative.

In `phase_iff`, the auxiliary equation `hcc` is $c^*c = 1$. The rewrite with `map_smulₛₗ` pulls $c$ out of $T$ as $c^*$, and `smul_left_injective` cancels the nonzero vector $x$. Each `linear_combination` then carries out one of the two multiplications, by $c$ in one direction and by $c^*$ in the other.

`eigenvalue_circle` first gets $|l| = 1$ by cancelling $\|x\|$. The intermediate claim `key` handles a general $\mu$: `IsAlgClosed.exists_pow_nat_eq` supplies a square root of $l/\mu$, taking norms shows that it has modulus one, and `phase_iff` turns it into the eigenvalue equation. The invariant vector is `key` at $\mu = 1$.

`exists_eigenvector_iff` uses that invariant vector in one direction. In the other, `by_cases` separates $Tx = -x$ from the case in which $x + Tx$ is nonzero. `kramers_orthogonal` applies the assumption to `x` and `T x`, then solves $-\langle Tx,x\rangle = \langle Tx,x\rangle$.

For the spinor maps, the proofs compare components. `flipConj_reversesInner` needs $s^2 = 1$ for the one term in which $s$ appears twice.

### Fixing the phase after a diagonalisation

For a nondegenerate level of a finite Hermitian matrix $H$ that commutes with $T$, this result lets you remove the arbitrary phase of the computed eigenvector, up to a sign. If $Hx = \varepsilon x$ with $\varepsilon$ real, then $H\,Tx = T\,Hx = \varepsilon\,Tx$, and nondegeneracy forces $Tx = l\,x$.

Write $T = UK$ with a unitary matrix $U$. For a normalised complex array `x`, the correction in NumPy is two lines:

```python
l = np.vdot(x, U @ x.conj())
x = np.sqrt(l) * x
```

The first line computes $l = \langle x,Tx\rangle$, and the second applies a phase with $c^2 = l$. For $U = 1$ the corrected vector is real up to rounding.

Check that `abs(l)` is close to $1$ before taking the root. In a degenerate level the solver may return a vector that is not an eigenvector of $T$, and then $|\langle x,Tx\rangle| < 1$. If $T^2 = 1$, the combination $x + Tx$ is invariant and can be normalised whenever it is nonzero. If $T^2 = -1$, the overlap vanishes, and $x$ and $Tx$ form an orthonormal pair.
